# An embedding function that gives the Rose curve for an exponential density, and the low-density limit of its ratio to the density

Let x be the scaled distance measured from equilibrium, and let E0 > 0. If the electron density at an atom, in units of its equilibrium value, falls off as u = exp(-x), then log u = -x, and the function

F(u) = -E0 u (1 - log u)

takes the value -E0 (1 + x) exp(-x), which is the Rose binding curve of depth E0. Divided by u it is -E0 (1 + x), which goes to minus infinity as the atoms separate; the file below treats the density exp(-bx) for every b > 0 and shows that this divergence occurs exactly when b ≥ 1.

```lean
import Mathlib

open Filter Topology

namespace RoseEmbedding

noncomputable section

/-- The Rose binding curve with well depth `E0`, as a function of the scaled distance `x`. -/
def roseEnergy (E0 x : ℝ) : ℝ := -E0 * (1 + x) * Real.exp (-x)

/-- The embedding energy of an atom in a host electron density `u`, with well depth `E0` and
density decay parameter `b`. -/
def embedding (E0 b u : ℝ) : ℝ := -E0 * u ^ (1 / b) * (1 - Real.log u / b)

/-- Along an exponentially decaying density `exp (-b x)` the embedding energy is the Rose curve. -/
theorem embedding_exp (E0 : ℝ) {b : ℝ} (hb : b ≠ 0) (x : ℝ) :
    embedding E0 b (Real.exp (-b * x)) = roseEnergy E0 x := by
  unfold embedding roseEnergy
  have h1 : -b * x * (1 / b) = -x := by field_simp
  have h2 : -b * x / b = -x := by field_simp
  rw [Real.rpow_def_of_pos (Real.exp_pos _), Real.log_exp, h1, h2]
  ring

/-- Every positive density is reached by the exponential decay law at the scaled distance
`-log u / b`. -/
theorem density_at_distance {b u : ℝ} (hb : b ≠ 0) (hu : 0 < u) :
    Real.exp (-b * (-Real.log u / b)) = u := by
  have h : -b * (-Real.log u / b) = Real.log u := by field_simp
  rw [h, Real.exp_log hu]

/-- Any function of the density that gives the Rose curve along `exp (-b x)` agrees with the
embedding function at all positive densities. -/
theorem embedding_unique {E0 b : ℝ} (hb : b ≠ 0) (G : ℝ → ℝ)
    (hG : ∀ x, G (Real.exp (-b * x)) = roseEnergy E0 x) {u : ℝ} (hu : 0 < u) :
    G u = embedding E0 b u := by
  have h := (hG (-Real.log u / b)).trans (embedding_exp E0 hb _).symm
  rwa [density_at_distance hb hu] at h

/-- The embedding energy per unit density, written through the logarithm of the density. -/
theorem embedding_div (E0 b : ℝ) {u : ℝ} (hu : 0 < u) :
    embedding E0 b u / u
      = -E0 * (1 - Real.log u / b) * Real.exp ((1 / b - 1) * Real.log u) := by
  have h : Real.exp ((1 / b - 1) * Real.log u) = Real.exp (Real.log u * (1 / b)) / u := by
    rw [show (1 / b - 1) * Real.log u = Real.log u * (1 / b) - Real.log u by ring,
      Real.exp_sub, Real.exp_log hu]
  rw [h]
  unfold embedding
  rw [Real.rpow_def_of_pos hu]
  ring

/-- For `0 < b < 1` the embedding energy per unit density vanishes in the limit of low density. -/
theorem embedding_div_tendsto_zero (E0 : ℝ) {b : ℝ} (hb : 0 < b) (hb1 : b < 1) :
    Tendsto (fun u => embedding E0 b u / u) (𝓝[>] 0) (𝓝 0) := by
  obtain ⟨c, hc⟩ : ∃ c, c = 1 / b - 1 := ⟨_, rfl⟩
  have hcpos : 0 < c := by
    have : 1 < 1 / b := by
      rw [lt_div_iff₀ hb]
      linarith
    linarith
  -- the variable y = -c log u grows without bound as the density vanishes
  have hneg : Tendsto (fun u : ℝ => -Real.log u) (𝓝[>] 0) atTop :=
    tendsto_neg_atBot_atTop.comp Real.tendsto_log_nhdsGT_zero
  have hy : Tendsto (fun u : ℝ => c * (-Real.log u)) (𝓝[>] 0) atTop :=
    hneg.const_mul_atTop hcpos
  have h0 := Real.tendsto_pow_mul_exp_neg_atTop_nhds_zero 0
  have h1 := Real.tendsto_pow_mul_exp_neg_atTop_nhds_zero 1
  have h : Tendsto (fun y : ℝ => -E0 * (y ^ 0 * Real.exp (-y)
      + 1 / (b * c) * (y ^ 1 * Real.exp (-y)))) atTop (𝓝 0) := by
    simpa only [mul_zero, add_zero] using
      (h0.add (h1.const_mul (1 / (b * c)))).const_mul (-E0)
  refine (h.comp hy).congr' ?_
  filter_upwards [self_mem_nhdsWithin] with u hu
  rw [embedding_div E0 b hu, ← hc]
  simp only [Function.comp_apply]
  have e : -(c * (-Real.log u)) = c * Real.log u := by ring
  have k : 1 / (b * c) * (c * (-Real.log u)) = -Real.log u / b := by
    have := hb.ne'
    have := hcpos.ne'
    field_simp
  rw [e]
  linear_combination (-E0 * Real.exp (c * Real.log u)) * k

/-- For `E0 > 0` and `b ≥ 1` the embedding energy per unit density diverges to minus infinity in the
limit of low density. -/
theorem embedding_div_tendsto_atBot {E0 b : ℝ} (hE : 0 < E0) (hb1 : 1 ≤ b) :
    Tendsto (fun u => embedding E0 b u / u) (𝓝[>] 0) atBot := by
  have hb : 0 < b := by linarith
  have h : Tendsto (fun u : ℝ => E0 / b * Real.log u + -E0) (𝓝[>] 0) atBot :=
    tendsto_atBot_add_const_right _ (-E0)
      (Real.tendsto_log_nhdsGT_zero.const_mul_atBot (div_pos hE hb))
  refine tendsto_atBot_mono' _ ?_ h
  filter_upwards [Ioo_mem_nhdsGT (zero_lt_one' ℝ)] with u hu
  rw [embedding_div E0 b hu.1]
  have hL : Real.log u ≤ 0 := Real.log_nonpos hu.1.le hu.2.le
  have hp : 1 / b ≤ 1 := by
    rw [div_le_iff₀ hb]
    linarith
  -- below unit density the power-law factor is at least one
  have hX : 1 ≤ Real.exp ((1 / b - 1) * Real.log u) := by
    apply Real.one_le_exp
    nlinarith [mul_nonneg (sub_nonneg.mpr hp) (neg_nonneg.mpr hL)]
  have hLb : Real.log u / b ≤ 0 := div_nonpos_of_nonpos_of_nonneg hL hb.le
  have hA : 0 ≤ E0 * (1 - Real.log u / b) := mul_nonneg hE.le (by linarith)
  have hm := mul_nonneg hA (sub_nonneg.mpr hX)
  have e : E0 / b * Real.log u = E0 * (Real.log u / b) := by ring
  rw [e]
  nlinarith [hm]

/-- For `E0 > 0` and `b > 0` the embedding function gives the Rose curve at every scaled distance;
its value per unit density tends, at low density, to zero if `b < 1` and to minus infinity if `b ≥
1`. -/
theorem rose_embedding {E0 b : ℝ} (hE : 0 < E0) (hb : 0 < b) :
    (∀ x, embedding E0 b (Real.exp (-b * x)) = -E0 * (1 + x) * Real.exp (-x)) ∧
    (b < 1 → Tendsto (fun u => embedding E0 b u / u) (𝓝[>] 0) (𝓝 0)) ∧
    (1 ≤ b → Tendsto (fun u => embedding E0 b u / u) (𝓝[>] 0) atBot) :=
  ⟨embedding_exp E0 hb.ne', embedding_div_tendsto_zero E0 hb,
    embedding_div_tendsto_atBot hE⟩

/-- The derivative of the embedding energy with respect to the density, at positive density. -/
theorem embedding_hasDerivAt (E0 b : ℝ) {u : ℝ} (hu : 0 < u) :
    HasDerivAt (embedding E0 b) (E0 / b ^ 2 * u ^ (1 / b - 1) * Real.log u) u := by
  have h1 : HasDerivAt (fun v : ℝ => v ^ (1 / b)) (1 / b * u ^ (1 / b - 1)) u :=
    Real.hasDerivAt_rpow_const (Or.inl hu.ne')
  have h2 := ((Real.hasDerivAt_log hu.ne').div_const b).const_sub 1
  refine ((h1.const_mul (-E0)).fun_mul h2).congr_deriv ?_
  have e : u ^ (1 / b) = u ^ (1 / b - 1) * u := by
    rw [Real.rpow_sub_one hu.ne', div_mul_cancel₀ _ hu.ne']
  rw [e]
  generalize u ^ (1 / b - 1) = X
  linear_combination (E0 * X / b) * (mul_inv_cancel₀ hu.ne')

/-- For `E0 > 0` and `b > 0` the embedding energy equals `-E0` at unit density and is strictly
higher at every other positive density. -/
theorem embedding_minimum {E0 b : ℝ} (hE : 0 < E0) (hb : 0 < b) :
    embedding E0 b 1 = -E0 ∧ ∀ u, 0 < u → u ≠ 1 → -E0 < embedding E0 b u := by
  refine ⟨by simp [embedding], fun u hu hu1 => ?_⟩
  -- pass to the scaled distance, where the claim reads (1 + x) exp (-x) < 1
  rw [← density_at_distance hb.ne' hu, embedding_exp E0 hb.ne']
  have hx : -Real.log u / b ≠ 0 :=
    div_ne_zero (neg_ne_zero.mpr (Real.log_ne_zero_of_pos_of_ne_one hu hu1)) hb.ne'
  generalize -Real.log u / b = x at hx
  have h1 := mul_lt_mul_of_pos_right (Real.add_one_lt_exp hx) (Real.exp_pos (-x))
  rw [← Real.exp_add, add_neg_cancel, Real.exp_zero] at h1
  have h2 := mul_lt_mul_of_pos_left h1 hE
  unfold roseEnergy
  linarith

end

end RoseEmbedding
```

```lean
#print axioms RoseEmbedding.embedding_unique
#print axioms RoseEmbedding.rose_embedding
#print axioms RoseEmbedding.embedding_hasDerivAt
#print axioms RoseEmbedding.embedding_minimum
```

```
'RoseEmbedding.embedding_unique' depends on axioms: [propext, Classical.choice, Quot.sound]
'RoseEmbedding.rose_embedding' depends on axioms: [propext, Classical.choice, Quot.sound]
'RoseEmbedding.embedding_hasDerivAt' depends on axioms: [propext, Classical.choice, Quot.sound]
'RoseEmbedding.embedding_minimum' depends on axioms: [propext, Classical.choice, Quot.sound]
```

## The identity and the two limits in words

The definition `roseEnergy` is the curve -E0 (1 + x) exp(-x), and `embedding` is the function

F(u) = -E0 u^(1/b) (1 - log(u)/b),

with the natural logarithm and a real exponent. The main theorem, `rose_embedding`, assumes E0 > 0 and b > 0 and states three things.

- For every real x, F(exp(-bx)) = -E0 (1 + x) exp(-x).
- If b < 1, then F(u)/u tends to 0 as u decreases to 0.
- If b ≥ 1, then F(u)/u tends to minus infinity as u decreases to 0.

In Lean the approach to zero density is the filter `𝓝[>] 0`, which contains only information about small positive u. The values that Lean gives to logarithms and powers at u ≤ 0 therefore play no part. The target `atBot` means that the ratio eventually falls below every real number.

Three further theorems complete the picture at positive density. `embedding_unique` says that any function giving the Rose curve along exp(-bx) equals F there, `embedding_hasDerivAt` gives the slope of F, and `embedding_minimum` says that F has its strict minimum, -E0, at u = 1.

## Density, distance and the meaning of b

In the embedded-atom method, the energy of an atom contains a term F(u) that depends on the electron density u supplied by its neighbours. Here that term carries the whole binding energy, with no pair potential. The Rose curve is taken as the given energy, and F is the function of density that reproduces it.

The distance x is dimensionless and measured from equilibrium: x = 0 is the equilibrium spacing, x > 0 is expansion and x < 0 is compression. The density is measured in units of its equilibrium value, so x = 0 corresponds to u = 1. The constant E0 is the depth of the well, the binding energy per atom at equilibrium. The constant b says how fast the density decays on the length scale set by the Rose curve.

The ratio F(u)/u compares the embedding energy with any contribution proportional to the density. For b < 1 the embedding energy becomes negligible beside such a contribution as the atoms separate; for b ≥ 1 it outweighs it. Both statements concern the F defined here, which is obtained from a single exponential density with no pair term.

The exponential law and the Rose curve are both assumed, not derived. A sum over several neighbour shells is in general not one exponential, and a simulation cutoff changes the density at large distance. Neither is treated here.

## From the Rose curve to the embedding function

Put u = exp(-bx). Then log u = -bx, and the two factors of F become

u^(1/b) = exp(-x),
1 - log(u)/b = 1 + x.

Their product with -E0 is the Rose curve. In `embedding_exp` the power is rewritten as an exponential of a logarithm, and `field_simp` cancels b. This step needs only b ≠ 0.

Conversely, every u > 0 equals exp(-bx) for exactly one real x, namely x = -log(u)/b. Where x is so negative that the interatomic spacing itself would be negative, this is only a formal continuation of the two curves. `density_at_distance` verifies that this x returns u. A function G with G(exp(-bx)) equal to the Rose curve for all x must then agree with F at u, which is the argument of `embedding_unique`.

## Why the behaviour changes at b = 1

For u > 0, division by u = exp(log u) lowers the exponent by one:

F(u)/u = -E0 (1 - log(u)/b) exp((1/b - 1) log u).

This is `embedding_div`. In terms of distance it reads -E0 (1 + x) exp((b - 1)x), so the sign of b - 1 decides whether the exponential decays or grows as x increases.

Suppose b < 1. Set c = 1/b - 1, which is positive, and y = -c log u, which tends to infinity as u decreases to 0. Since -log(u)/b = y/(bc), the ratio becomes

F(u)/u = -E0 [exp(-y) + y exp(-y)/(bc)].

Both terms vanish as y grows. `embedding_div_tendsto_zero` takes these two limits from Mathlib's result for yⁿ exp(-y), with n = 0 and n = 1, and composes them with the limit of y. The `filter_upwards` step then restricts to positive u, and `linear_combination` confirms that the expression in y is the original ratio.

Suppose b ≥ 1 and 0 < u < 1. Then log u < 0 and 1/b - 1 ≤ 0, so the exponent (1/b - 1) log u is non-negative and the exponential is at least 1. The factor E0 (1 - log(u)/b) is positive, hence

F(u)/u ≤ -E0 (1 - log(u)/b) = (E0/b) log u - E0.

The right-hand side tends to minus infinity and takes the ratio with it. In `embedding_div_tendsto_atBot`, the hypothesis `h` is the limit of this upper bound, `hX` is the bound on the exponential, and `tendsto_atBot_mono'` makes the comparison. The case b = 1 is included: the exponential is then exactly 1 and the divergence is logarithmic.

`rose_embedding` puts the identity and the two limits together.

## Slope and minimum

The product rule gives, for u > 0,

F'(u) = -E0 [(1/b) u^(1/b - 1) (1 - log(u)/b) - u^(1/b)/(bu)].

Since u^(1/b)/u = u^(1/b - 1), the terms without a logarithm cancel:

F'(u) = (E0/b²) u^(1/b - 1) log u.

`embedding_hasDerivAt` follows the same route, with `e` splitting one factor u off the power before the cancellation. For E0 > 0 and b ≠ 0 the slope is negative below u = 1 and positive above it.

The proof of the minimum uses the distance instead of the slope. For x ≠ 0 we have 1 + x < exp(x). Multiplication by exp(-x) gives

(1 + x) exp(-x) < 1,

and multiplication by -E0 reverses the inequality, so the Rose curve lies above -E0. In `embedding_minimum` a density u ≠ 1 is first converted to its distance x = -log(u)/b, which is non-zero; the value at u = 1 follows directly from the definition.

## Two densities by hand

Take E0 = 1 and u = 0.01, for which log u = -4.605.

With b = 1/2 the function is F(u) = -u² (1 - 2 log u), so

F(0.01) = -0.0001 × 10.21 = -0.001021,
F(0.01)/0.01 = -0.1021.

With b = 2 it is F(u) = -√u (1 - log(u)/2), so

F(0.01) = -0.1 × 3.303 = -0.3303,
F(0.01)/0.01 = -33.03.

At u = 0.0001 the same ratios are -0.00194 for b = 1/2 and -560.5 for b = 2. The first has moved towards zero and the second further down, in line with the two limits. For b = 1 the ratio is log u - 1, which changes only from -5.605 to -10.21 between the two densities.
